# The Boettger surface energy converges when slab remainders decay exponentially

## Slab energies and the estimate built from them

Let $E(N)$ be the total energy of a slab of $N$ atomic layers, taken per surface cell. Each face of the cell has area $A$, and the slab has two faces. Write $e$ for the bulk energy of one layer in this cell and $\gamma$ for the surface energy per unit area of one face. If the two faces differ, $\gamma$ is their mean. Whatever is left over at finite thickness is the remainder $r(N)$, so that

$$E(N) = N e + 2A\gamma + r(N).$$

All energies and areas are real numbers in any consistent set of units, and $N$ is a natural number.

```lean
import Mathlib

open Filter Topology

namespace BoettgerSurfaceEnergy

noncomputable section
```

In Lean, `slabEnergy e γ A r` is the function $N \mapsto E(N)$, and the remainder `r : ℕ → ℝ` is an arbitrary sequence. Without a condition on $r$ this decomposition places no restriction on the energies. The physics enters later, through the assumed decay of $r$.

```lean
/-- Energy of a slab of `N` layers: bulk energy `e` per layer, surface energy `γ` on two
faces of area `A`, and a finite-size remainder `r N`. -/
def slabEnergy (e γ A : ℝ) (r : ℕ → ℝ) (N : ℕ) : ℝ :=
  N * e + 2 * A * γ + r N
```

The energy gained by adding one layer to a slab of $N$ layers is the forward difference

$$\Delta(N) = E(N+1) - E(N).$$

The Lean definition takes any energy function `E`, so it can be applied to slab energies without knowing $e$ or $\gamma$.

```lean
/-- The energy gained when one layer is added to a slab of `N` layers. -/
def bulkIncrement (E : ℕ → ℝ) (N : ℕ) : ℝ :=
  E (N + 1) - E N
```

The Boettger estimate uses this increment in place of a separately calculated bulk energy:

$$\gamma_{\mathrm B}(N) = \frac{E(N) - N\,\Delta(N)}{2A}.$$

Geometrically, the numerator is the intercept at zero thickness of the straight line through the energies at $N$ and $N+1$ layers. The estimate is often written with the backward difference, as $E(N) - N\,(E(N)-E(N-1))$ over $2A$. The two forms differ only in labelling: the backward form at $N+1$ layers is the same number as the forward form at $N$, because both use the same line.

```lean
/-- The Boettger estimate of the surface energy, with the increment at `N` layers as bulk
reference; it is meant for a face area `A ≠ 0`. -/
def boettger (A : ℝ) (E : ℕ → ℝ) (N : ℕ) : ℝ :=
  (E N - N * bulkIncrement E N) / (2 * A)
```

## The bulk energy cancels exactly

Inserting the slab energy into the increment gives

$$\Delta(N) = e + r(N+1) - r(N).$$

The numerator of the estimate is therefore

$$
\begin{aligned}
E(N) - N\Delta(N) &= Ne + 2A\gamma + r(N) - Ne - N r(N+1) + N r(N)\\
&= 2A\gamma + (N+1)\,r(N) - N\,r(N+1).
\end{aligned}
$$

Dividing by $2A$ and subtracting $\gamma$ leaves

$$\gamma_{\mathrm B}(N) - \gamma = \frac{(N+1)\,r(N) - N\,r(N+1)}{2A}.$$

This is an identity for every remainder, with no decay assumed. It needs only $A \neq 0$, which is the hypothesis `hA`. The proof unfolds the three definitions, clears the denominator and leaves the comparison of the two polynomials to `ring`.

```lean
/-- For nonzero area, the error of the Boettger estimate is a combination of the remainders
at `N` and `N + 1` layers; the bulk energy drops out. -/
theorem boettger_error (e γ : ℝ) {A : ℝ} (r : ℕ → ℝ) (hA : A ≠ 0) (N : ℕ) :
    boettger A (slabEnergy e γ A r) N - γ
      = (((N : ℝ) + 1) * r N - N * r (N + 1)) / (2 * A) := by
  have h2 : 2 * A ≠ 0 := mul_ne_zero two_ne_zero hA
  simp only [boettger, bulkIncrement, slabEnergy]
  rw [sub_eq_iff_eq_add, div_eq_iff h2, add_mul, div_mul_cancel₀ _ h2]
  push_cast
  ring
```

## An added layer approaches the bulk energy

Now suppose that there are constants $C$ and $q$ with

$$|r(n)| \le C q^n \quad\text{for all } n.$$

For $0<q<1$ this says that the influence of one face on the other dies off exponentially with thickness. With layer spacing $d$ and decay length $\lambda$, one has $q = e^{-d/\lambda}$ (here the $e$ is the base of the natural logarithm), and $C$ sets the energy scale of the interaction. The condition is assumed here and not derived from a Hamiltonian. It suits slabs whose faces influence each other only through exponentially decaying effects, such as the overlap of evanescent electronic states in an insulator. Remainders that fall only as a power of the thickness, such as those from dispersion forces between the faces or from quantum-size oscillations in metal slabs at zero temperature, do not satisfy it.

The triangle inequality then controls the increment:

$$|\Delta(N) - e| = |r(N+1) - r(N)| \le C q^{N+1} + C q^N = C q^N(1+q).$$

The sign in the last factor deserves care. Since the remainders are subtracted, one may be led to subtract their bounds as well and write $C q^N(1-q)$. That is wrong, because the bounds limit only the sizes of the remainders, whose signs may be opposite. For $r(N) = C(-q)^N$ with $C, q \ge 0$ the difference has size exactly $C q^N(1+q)$.

In the Lean statement, `hr` is the decay condition for all natural numbers `n`, including zero. A slab of zero layers has no physical meaning in this model, and $r(0)$ may be set to zero if only real slabs are of interest. The proof writes each absolute value as a pair of inequalities with `abs_le`, and `nlinarith` combines them as in the triangle inequality above.

```lean
/-- If the remainder is bounded by `C q ^ N`, the energy of an added layer equals the bulk
energy `e` up to `C q ^ N (1 + q)`. -/
theorem bulkIncrement_error_le (e γ A : ℝ) {C q : ℝ} {r : ℕ → ℝ}
    (hr : ∀ n, |r n| ≤ C * q ^ n) (N : ℕ) :
    |bulkIncrement (slabEnergy e γ A r) N - e| ≤ C * q ^ N * (1 + q) := by
  have h : bulkIncrement (slabEnergy e γ A r) N - e = r (N + 1) - r N := by
    simp only [bulkIncrement, slabEnergy]
    push_cast
    ring
  have h1 := abs_le.1 (hr N)
  have h2 := abs_le.1 (hr (N + 1))
  rw [pow_succ] at h2
  rw [h, abs_le]
  constructor <;> nlinarith [h1.1, h1.2, h2.1, h2.2]
```

## The thickness multiplies the remainders

The same condition, used in the exact error formula, gives for $A > 0$

$$
\begin{aligned}
|\gamma_{\mathrm B}(N) - \gamma|
&\le \frac{(N+1)\,|r(N)| + N\,|r(N+1)|}{2A}\\
&\le \frac{(N+1)\,C q^N + N\,C q^{N+1}}{2A}
= \frac{C q^N\,(1 + N + Nq)}{2A}.
\end{aligned}
$$

The factor $N$ comes from the bulk reference: a small error in the energy per layer is counted once for each layer of the slab.

The intermediate claim `key` in the proof is the bound on the numerator. The four products handed to `nlinarith` are the upper and lower bounds on $r(N)$ multiplied by $N+1$, and those on $r(N+1)$ multiplied by $N$. The proof then rewrites the error with `boettger_error` and divides by the positive number $2A$.

```lean
/-- For positive area and a remainder bounded by `C q ^ N`, the Boettger estimate is within
`C q ^ N (1 + N + N q) / (2 A)` of the surface energy. -/
theorem boettger_error_le (e γ : ℝ) {A C q : ℝ} {r : ℕ → ℝ} (hA : 0 < A)
    (hr : ∀ n, |r n| ≤ C * q ^ n) (N : ℕ) :
    |boettger A (slabEnergy e γ A r) N - γ|
      ≤ C * q ^ N * (1 + N + N * q) / (2 * A) := by
  have hpos : 0 < 2 * A := by positivity
  have hN : (0 : ℝ) ≤ N := Nat.cast_nonneg N
  have hN1 : (0 : ℝ) ≤ (N : ℝ) + 1 := by positivity
  have h1 := abs_le.1 (hr N)
  have h2 := abs_le.1 (hr (N + 1))
  rw [pow_succ] at h2
  -- the two remainders enter with weights `N + 1` and `N`
  have key : |((N : ℝ) + 1) * r N - N * r (N + 1)| ≤ C * q ^ N * (1 + N + N * q) := by
    rw [abs_le]
    constructor <;>
      nlinarith [mul_le_mul_of_nonneg_left h1.1 hN1, mul_le_mul_of_nonneg_left h1.2 hN1,
        mul_le_mul_of_nonneg_left h2.1 hN, mul_le_mul_of_nonneg_left h2.2 hN]
  rw [boettger_error e γ r hA.ne' N, abs_div, abs_of_pos hpos]
  gcongr
```

## Exponential decay beats the linear factor

Let $0 \le q < 1$. Then $Nq \le N$, and $C q^N \ge |r(N)| \ge 0$, so the previous bound can be relaxed to

$$|\gamma_{\mathrm B}(N) - \gamma| \le \frac{C q^N\,(1+2N)}{2A}.$$

To see that the right-hand side vanishes for thick slabs, split it as

$$\frac{C}{2A}\left(q^N + 2Nq^N\right).$$

The first term in the bracket tends to zero because $q<1$. For the second, if $q > 0$, the ratio of successive values of $Nq^N$ is $q(N+1)/N$ for $N \ge 1$, which tends to $q < 1$. From some thickness onwards the sequence is therefore dominated by a decaying geometric one. If $q = 0$, every term $Nq^N$ is zero. The error is squeezed between zero and a sequence that tends to zero, and so $\gamma_{\mathrm B}(N) \to \gamma$.

The theorem `boettger_converges` states both conclusions, joined by `∧`. The first is the explicit bound at every `N : ℕ`. The second, `Tendsto ... atTop (𝓝 γ)`, says that the sequence of estimates has the limit $\gamma$ as the number of layers grows. No sign condition on $C$ is listed, since the decay condition at $n=0$ already forces $C \ge 0$.

In the proof, `bound` is the relaxed inequality and `lim` is the limit of its right-hand side, assembled from Mathlib's limits for $q^N$ and $Nq^N$. The final step is the squeeze, performed by `squeeze_zero`.

For slab calculations in electronic-structure practice, this means that the surface energy can be extracted without a separately calculated bulk energy, provided that the slab energies follow the model with an exponentially bounded remainder. Numerical errors, for instance from Brillouin-zone sampling, also enter the slab energies. A part that is the same for every layer only shifts $e$ and cancels, while a part independent of thickness shifts the estimated surface energy. Whatever is left counts as part of $r$ and must satisfy the exponential bound for the theorem to apply.

```lean
/-- For positive area and a remainder bounded by `C q ^ N` with `0 ≤ q < 1`, the Boettger
estimate is within `C q ^ N (1 + 2 N) / (2 A)` of the surface energy and converges to it. -/
theorem boettger_converges (e γ : ℝ) {A C q : ℝ} {r : ℕ → ℝ} (hA : 0 < A)
    (hq : 0 ≤ q) (hq1 : q < 1) (hr : ∀ n, |r n| ≤ C * q ^ n) :
    (∀ N : ℕ, |boettger A (slabEnergy e γ A r) N - γ|
      ≤ C * q ^ N * (1 + 2 * N) / (2 * A)) ∧
    Tendsto (boettger A (slabEnergy e γ A r)) atTop (𝓝 γ) := by
  have bound : ∀ N : ℕ, |boettger A (slabEnergy e γ A r) N - γ|
      ≤ C * q ^ N * (1 + 2 * N) / (2 * A) := by
    intro N
    have hC : 0 ≤ C * q ^ N := (abs_nonneg _).trans (hr N)
    have hNq : (N : ℝ) * q ≤ N := mul_le_of_le_one_right (Nat.cast_nonneg N) hq1.le
    have h : C * q ^ N * (1 + N + N * q) ≤ C * q ^ N * (1 + 2 * N) :=
      mul_le_mul_of_nonneg_left (by linarith) hC
    refine (boettger_error_le e γ hA hr N).trans ?_
    gcongr
  -- exponential decay beats the linear factor
  have lim : Tendsto (fun N : ℕ => C * q ^ N * (1 + 2 * N) / (2 * A)) atTop (𝓝 0) := by
    have h := ((tendsto_pow_atTop_nhds_zero_of_lt_one hq hq1).add
      ((tendsto_self_mul_const_pow_of_lt_one hq hq1).const_mul 2)).const_mul (C / (2 * A))
    simp only [mul_zero, add_zero] at h
    exact h.congr (fun N => by ring)
  exact ⟨bound, tendsto_iff_norm_sub_tendsto_zero.2
    (squeeze_zero (fun N => norm_nonneg _) (fun N => bound N) lim)⟩
```

## An alternating remainder attains the bound

The bound with $1+N+Nq$ cannot be improved if the size of the remainder is all that is known. Take $C, q \ge 0$ and $r(N) = C(-q)^N$, which has size exactly $C q^N$. Its sign changes with every added layer, so the two terms in the error formula reinforce each other:

$$(N+1)\,C(-q)^N - N\,C(-q)^{N+1} = C(-q)^N\,(1 + N + Nq).$$

After division by $2A$, the absolute value is

$$|\gamma_{\mathrm B}(N) - \gamma| = \frac{C q^N\,(1+N+Nq)}{2A}.$$

A single remainder thus reaches the bound at every thickness. The Lean theorem states the size of the remainder and the size of the error together. It does not require $q<1$, because no limit is taken. The proof applies `boettger_error`, factors out $(-q)^N$ and takes absolute values.

```lean
/-- For positive area and `C, q ≥ 0`, the alternating remainder `C (-q) ^ N` has size
`C q ^ N`, and its error equals `C q ^ N (1 + N + N q) / (2 A)` at every thickness. -/
theorem boettger_error_sharp (e γ : ℝ) {A C q : ℝ} (hA : 0 < A) (hC : 0 ≤ C)
    (hq : 0 ≤ q) (N : ℕ) :
    |C * (-q) ^ N| = C * q ^ N ∧
    |boettger A (slabEnergy e γ A (fun n => C * (-q) ^ n)) N - γ|
      = C * q ^ N * (1 + N + N * q) / (2 * A) := by
  constructor
  · rw [abs_mul, abs_pow, abs_neg, abs_of_nonneg hC, abs_of_nonneg hq]
  · have key : boettger A (slabEnergy e γ A (fun n => C * (-q) ^ n)) N - γ
        = (-q) ^ N * (C * (1 + N + N * q) / (2 * A)) := by
      calc _ = (((N : ℝ) + 1) * (C * (-q) ^ N) - N * (C * (-q) ^ (N + 1))) / (2 * A) :=
            boettger_error e γ _ hA.ne' N
        _ = _ := by ring
    have hpos : 0 ≤ C * (1 + N + N * q) / (2 * A) := by positivity
    rw [key, abs_mul, abs_pow, abs_neg, abs_of_nonneg hq, abs_of_nonneg hpos]
    ring
```

## A remainder that vanishes too slowly

It is not enough that the remainder tends to zero. Measure energies in some fixed unit and let

$$r(N) = \frac{(-1)^N}{N+1}.$$

This tends to zero, and by the formula for $\Delta(N)$ the increment tends to $e$. In the surface energy, however, the weights $N+1$ and $N$ undo the decay:

$$
\begin{aligned}
(N+1)\,r(N) - N\,r(N+1)
&= (-1)^N - N\,\frac{(-1)^{N+1}}{N+2}\\
&= (-1)^N\left(1 + \frac{N}{N+2}\right).
\end{aligned}
$$

The bracket is at least $1$, with equality at $N=0$. Hence

$$|\gamma_{\mathrm B}(N) - \gamma| = \frac{1}{2A}\left(1 + \frac{N}{N+2}\right) \ge \frac{1}{2A}$$

at every thickness. A well-converged energy per added layer is therefore no guarantee of a converged surface energy.

The Lean theorem pairs the limit of the remainder with this lower bound on the error. Its first half follows from $|r(N)| = 1/(N+1)$. In the second half, `key` is the closed form of the error, with $N+2$ written as `(N : ℝ) + 1 + 1`, and `hx` is the statement that the bracket is at least one.

```lean
/-- For positive area, the remainder `(-1) ^ N / (N + 1)` tends to zero, yet the Boettger
estimate misses the surface energy by at least `1 / (2 A)` at every thickness. -/
theorem boettger_fails_for_slow_decay (e γ : ℝ) {A : ℝ} (hA : 0 < A) :
    Tendsto (fun n : ℕ => (-1 : ℝ) ^ n / ((n : ℝ) + 1)) atTop (𝓝 0) ∧
    ∀ N : ℕ, 1 / (2 * A) ≤
      |boettger A (slabEnergy e γ A (fun n => (-1 : ℝ) ^ n / ((n : ℝ) + 1))) N - γ| := by
  constructor
  · have h : ∀ n : ℕ, |(-1 : ℝ) ^ n / ((n : ℝ) + 1)| = 1 / ((n : ℝ) + 1) := by
      intro n
      have hn : (0 : ℝ) < (n : ℝ) + 1 := by positivity
      rw [abs_div, abs_pow, abs_neg, abs_one, one_pow, abs_of_pos hn]
    exact squeeze_zero_norm (fun n => (h n).le) tendsto_one_div_add_atTop_nhds_zero_nat
  · intro N
    have hN : (N : ℝ) + 1 ≠ 0 := by positivity
    have hc : ((N : ℝ) + 1) * ((-1 : ℝ) ^ N / ((N : ℝ) + 1)) = (-1) ^ N := by
      field_simp
    -- the alternating signs make the two remainders add up
    have key : boettger A (slabEnergy e γ A (fun n => (-1 : ℝ) ^ n / ((n : ℝ) + 1))) N - γ
        = (-1) ^ N * ((1 + (N : ℝ) / ((N : ℝ) + 1 + 1)) / (2 * A)) := by
      calc _ = (((N : ℝ) + 1) * ((-1 : ℝ) ^ N / ((N : ℝ) + 1))
              - N * ((-1 : ℝ) ^ (N + 1) / (((N + 1 : ℕ) : ℝ) + 1))) / (2 * A) :=
            boettger_error e γ _ hA.ne' N
        _ = _ := by
            rw [hc, pow_succ]
            push_cast
            ring
    have hx : (1 : ℝ) ≤ 1 + (N : ℝ) / ((N : ℝ) + 1 + 1) :=
      le_add_of_nonneg_right (by positivity)
    have hpos : 0 ≤ (1 + (N : ℝ) / ((N : ℝ) + 1 + 1)) / (2 * A) := by positivity
    rw [key, abs_mul, abs_pow, abs_neg, abs_one, one_pow, one_mul, abs_of_nonneg hpos]
    gcongr

end

end BoettgerSurfaceEnergy
```

The error formula also shows how much decay is sufficient. If $N\,r(N) \to 0$, then $r(N) \to 0$ as well, and both

$$(N+1)\,r(N) = N r(N) + r(N)$$

and

$$N\,r(N+1) = (N+1)\,r(N+1) - r(N+1)$$

tend to zero, so the estimate again converges to $\gamma$. This covers remainders bounded by a constant times $N^{-p}$ with $p > 1$. The argument for this weaker condition is given here by hand only and has no Lean proof above.

```lean
#print axioms BoettgerSurfaceEnergy.bulkIncrement_error_le
-- 'BoettgerSurfaceEnergy.bulkIncrement_error_le' depends on axioms: [propext, Classical.choice, Quot.sound]
#print axioms BoettgerSurfaceEnergy.boettger_converges
-- 'BoettgerSurfaceEnergy.boettger_converges' depends on axioms: [propext, Classical.choice, Quot.sound]
#print axioms BoettgerSurfaceEnergy.boettger_error_sharp
-- 'BoettgerSurfaceEnergy.boettger_error_sharp' depends on axioms: [propext, Classical.choice, Quot.sound]
#print axioms BoettgerSurfaceEnergy.boettger_fails_for_slow_decay
-- 'BoettgerSurfaceEnergy.boettger_fails_for_slow_decay' depends on axioms: [propext, Classical.choice, Quot.sound]
```
